# Density matrices in finite dimension satisfy \(\operatorname{Tr}((\rho-\sigma)^2)\le 2\), with equality exactly for orthogonal states of purity one

When I compare a reconstructed density matrix \(\rho\) with a target \(\sigma\), I divide \(\operatorname{Tr}((\rho-\sigma)^2)\) by 2 and read the result as a number between 0 and 1. This assumes that the squared Hilbert-Schmidt distance never exceeds 2. I also take the value 2 to mean that both states are pure and \(\rho\sigma=0\). Can both claims be derived rigorously and checked in Lean?

## The bound follows from two inequalities

Yes, for density matrices of any finite size. Expanding the square and using cyclicity of the trace gives

\[
\operatorname{Tr}((\rho-\sigma)^2)=\operatorname{Tr}\rho^2+\operatorname{Tr}\sigma^2-2\operatorname{Tr}(\rho\sigma).
\]

It remains to show that the overlap \(\operatorname{Tr}(\rho\sigma)\) is nonnegative and that each purity is at most 1.

**Overlap.** Diagonalise \(\rho=U\Lambda U^\dagger\), with \(U\) unitary and \(\Lambda\) the diagonal matrix of nonnegative eigenvalues. Then \(\rho=A^\dagger A\) with \(A=\Lambda^{1/2}U^\dagger\), and likewise \(\sigma=B^\dagger B\) for some \(B\). Put \(M=AB^\dagger\). By cyclicity,

\[
\operatorname{Tr}(\rho\sigma)=\operatorname{Tr}(A^\dagger A B^\dagger B)=\operatorname{Tr}(AB^\dagger BA^\dagger)=\operatorname{Tr}(MM^\dagger)=\sum_{i,j}|M_{ij}|^2\ge 0.
\]

If the sum vanishes, every entry of \(M\) is zero, so \(\rho\sigma=A^\dagger MB=0\). Conversely, \(\rho\sigma=0\) makes the overlap zero.

**Purity.** Since \(\rho_{ij}=\sum_k \overline{A_{ki}}A_{kj}\), Cauchy-Schwarz gives

\[
|\rho_{ij}|^2\le\Big(\sum_k|A_{ki}|^2\Big)\Big(\sum_k|A_{kj}|^2\Big)=\rho_{ii}\rho_{jj}.
\]

Because \(\rho\) is Hermitian, summing over \(i,j\) yields

\[
\operatorname{Tr}\rho^2=\sum_{i,j}|\rho_{ij}|^2\le(\operatorname{Tr}\rho)^2=1.
\]

**Equality.** The distance is therefore at most \(1+1-0=2\). It equals 2 exactly when both purities are 1 and the overlap is 0, that is, \(\rho\sigma=0\). In dimension at least two, the projectors \(|i\rangle\langle i|\) and \(|j\rangle\langle j|\) with \(i\ne j\) attain it. In dimension one there is only one state, so the distance is always 0.

```lean
import Mathlib

open Matrix
open scoped ComplexOrder

namespace HilbertSchmidtDiameter

noncomputable section

variable {n : Type*} [Fintype n]

/-- A density matrix: a positive semidefinite complex matrix of trace one. -/
structure IsDensity (ρ : Matrix n n ℂ) : Prop where
  posSemidef : ρ.PosSemidef
  trace_one : ρ.trace = 1

/-- The real part of `Tr(ρ²)`; for a density matrix this is the purity. -/
def purity (ρ : Matrix n n ℂ) : ℝ := (ρ * ρ).trace.re

/-- The real part of `Tr((ρ - σ)²)`; for Hermitian matrices this is the squared Hilbert-Schmidt
distance. -/
def hsDistSq (ρ σ : Matrix n n ℂ) : ℝ := ((ρ - σ) * (ρ - σ)).trace.re

/-- The trace of `M M†` is the sum of the squared moduli of the entries of `M`. -/
theorem trace_mul_conjTranspose_eq (M : Matrix n n ℂ) :
    (M * Mᴴ).trace = ((∑ i, ∑ j, ‖M i j‖ ^ 2 : ℝ) : ℂ) := by
  simp only [Matrix.trace, Matrix.diag_apply, Matrix.mul_apply,
    Matrix.conjTranspose_apply, Complex.ofReal_sum]
  refine Finset.sum_congr rfl fun i _ => Finset.sum_congr rfl fun j _ => ?_
  rw [Complex.star_def, Complex.mul_conj, Complex.normSq_eq_norm_sq]

/-- For Hermitian matrices the trace of `(ρ - σ)²` is real: it equals its real part `hsDistSq ρ σ`.
-/
theorem trace_sq_sub_eq_hsDistSq {ρ σ : Matrix n n ℂ}
    (hρ : ρ.IsHermitian) (hσ : σ.IsHermitian) :
    ((ρ - σ) * (ρ - σ)).trace = (hsDistSq ρ σ : ℂ) := by
  have h : (ρ - σ) * (ρ - σ) = (ρ - σ) * (ρ - σ)ᴴ := by
    rw [Matrix.conjTranspose_sub, hρ.eq, hσ.eq]
  rw [hsDistSq, h, trace_mul_conjTranspose_eq, Complex.ofReal_re]

variable [DecidableEq n]

/-- Every positive semidefinite matrix can be written as `A† A`. -/
theorem exists_factor {ρ : Matrix n n ℂ} (h : ρ.PosSemidef) :
    ∃ A : Matrix n n ℂ, ρ = Aᴴ * A := by
  let U : Matrix n n ℂ := h.isHermitian.eigenvectorUnitary
  let D : Matrix n n ℂ :=
    Matrix.diagonal fun i => ((Real.sqrt (h.isHermitian.eigenvalues i) : ℝ) : ℂ)
  -- `D` is the square root of the diagonal matrix of eigenvalues
  have hD : Dᴴ * D = Matrix.diagonal (RCLike.ofReal ∘ h.isHermitian.eigenvalues) := by
    simp only [D, Matrix.diagonal_conjTranspose, Matrix.diagonal_mul_diagonal]
    congr 1
    funext i
    simp only [Pi.star_apply, Complex.star_def, Complex.conj_ofReal, Function.comp_apply]
    rw [← Complex.ofReal_mul, Real.mul_self_sqrt (h.eigenvalues_nonneg i)]
    rfl
  have hs : ρ = U * Matrix.diagonal (RCLike.ofReal ∘ h.isHermitian.eigenvalues) * Uᴴ := by
    have h0 := h.isHermitian.spectral_theorem
    rw [Unitary.conjStarAlgAut_apply] at h0
    exact h0
  refine ⟨D * Uᴴ, hs.trans ?_⟩
  rw [← hD, Matrix.conjTranspose_mul, Matrix.conjTranspose_conjTranspose]
  simp only [Matrix.mul_assoc]

/-- The real part of the overlap `Tr(ρσ)` of two positive semidefinite matrices is nonnegative, and
it vanishes exactly when `ρσ = 0`. -/
theorem overlap_nonneg_and_eq_zero_iff {ρ σ : Matrix n n ℂ}
    (hρ : ρ.PosSemidef) (hσ : σ.PosSemidef) :
    0 ≤ (ρ * σ).trace.re ∧ ((ρ * σ).trace.re = 0 ↔ ρ * σ = 0) := by
  obtain ⟨A, hA⟩ := exists_factor hρ
  obtain ⟨B, hB⟩ := exists_factor hσ
  -- cyclicity turns the overlap into a sum of squared moduli
  have key : (ρ * σ).trace = ((∑ i, ∑ j, ‖(A * Bᴴ) i j‖ ^ 2 : ℝ) : ℂ) := by
    rw [← trace_mul_conjTranspose_eq, Matrix.conjTranspose_mul,
      Matrix.conjTranspose_conjTranspose, hA, hB]
    calc (Aᴴ * A * (Bᴴ * B)).trace = (Aᴴ * (A * Bᴴ * B)).trace := by
          simp only [Matrix.mul_assoc]
      _ = (A * Bᴴ * B * Aᴴ).trace := Matrix.trace_mul_comm _ _
      _ = (A * Bᴴ * (B * Aᴴ)).trace := by simp only [Matrix.mul_assoc]
  have hre : (ρ * σ).trace.re = ∑ i, ∑ j, ‖(A * Bᴴ) i j‖ ^ 2 := by
    rw [key, Complex.ofReal_re]
  refine ⟨by rw [hre]; positivity, fun h => ?_, fun h => by rw [h]; simp⟩
  rw [hre] at h
  have hM : A * Bᴴ = 0 := by
    ext i j
    have hi := (Finset.sum_eq_zero_iff_of_nonneg
      (fun i _ => Finset.sum_nonneg fun j _ => sq_nonneg ‖(A * Bᴴ) i j‖)).mp h
      i (Finset.mem_univ i)
    have hj := (Finset.sum_eq_zero_iff_of_nonneg
      (fun j _ => sq_nonneg ‖(A * Bᴴ) i j‖)).mp hi j (Finset.mem_univ j)
    exact norm_eq_zero.mp ((pow_eq_zero_iff two_ne_zero).mp hj)
  calc ρ * σ = Aᴴ * (A * Bᴴ) * B := by rw [hA, hB]; simp only [Matrix.mul_assoc]
    _ = 0 := by rw [hM, Matrix.mul_zero, Matrix.zero_mul]

/-- The purity of a density matrix is at most one. -/
theorem purity_le_one {ρ : Matrix n n ℂ} (h : IsDensity ρ) : purity ρ ≤ 1 := by
  obtain ⟨A, hA⟩ := exists_factor h.posSemidef
  have hc : ∑ i, ∑ k, ‖A k i‖ ^ 2 = 1 := by
    have ht := h.trace_one
    rw [hA, Matrix.trace_mul_comm, trace_mul_conjTranspose_eq] at ht
    rw [Finset.sum_comm]
    exact Complex.ofReal_eq_one.mp ht
  have hp : purity ρ = ∑ i, ∑ j, ‖ρ i j‖ ^ 2 := by
    have e := trace_mul_conjTranspose_eq ρ
    rw [h.posSemidef.isHermitian.eq] at e
    rw [purity, e, Complex.ofReal_re]
  -- Cauchy-Schwarz for the columns of `A` bounds each matrix element
  have hij : ∀ i j, ‖ρ i j‖ ^ 2 ≤ (∑ k, ‖A k i‖ ^ 2) * ∑ k, ‖A k j‖ ^ 2 := by
    intro i j
    have h1 : ‖ρ i j‖ ≤ ∑ k, ‖A k i‖ * ‖A k j‖ := by
      rw [hA, Matrix.mul_apply]
      refine (norm_sum_le _ _).trans_eq (Finset.sum_congr rfl fun k _ => ?_)
      rw [Matrix.conjTranspose_apply, norm_mul, norm_star]
    exact (pow_le_pow_left₀ (norm_nonneg _) h1 2).trans
      (Finset.sum_mul_sq_le_sq_mul_sq _ _ _)
  calc purity ρ = ∑ i, ∑ j, ‖ρ i j‖ ^ 2 := hp
    _ ≤ ∑ i, ∑ j, (∑ k, ‖A k i‖ ^ 2) * ∑ k, ‖A k j‖ ^ 2 :=
        Finset.sum_le_sum fun i _ => Finset.sum_le_sum fun j _ => hij i j
    _ = 1 := by rw [← Finset.sum_mul_sum, hc, one_mul]

/-- The squared distance of two positive semidefinite matrices is at most the sum of their
purities, with equality exactly when `ρσ = 0`. -/
theorem hsDistSq_le_purity_add {ρ σ : Matrix n n ℂ}
    (hρ : ρ.PosSemidef) (hσ : σ.PosSemidef) :
    hsDistSq ρ σ ≤ purity ρ + purity σ ∧
      (hsDistSq ρ σ = purity ρ + purity σ ↔ ρ * σ = 0) := by
  have hexp : hsDistSq ρ σ = purity ρ + purity σ - 2 * (ρ * σ).trace.re := by
    have e : (ρ - σ) * (ρ - σ) = ρ * ρ + σ * σ - ρ * σ - σ * ρ := by noncomm_ring
    rw [hsDistSq, e, Matrix.trace_sub, Matrix.trace_sub, Matrix.trace_add,
      Matrix.trace_mul_comm σ ρ]
    simp only [Complex.sub_re, Complex.add_re, purity]
    ring
  obtain ⟨h0, hiff⟩ := overlap_nonneg_and_eq_zero_iff hρ hσ
  refine ⟨by linarith, ?_⟩
  rw [← hiff]
  constructor <;> intro h <;> linarith

/-- Density matrices satisfy `Tr((ρ - σ)²) ≤ 2`, with equality exactly when both have
purity one and `ρσ = 0`. -/
theorem hsDistSq_le_two {ρ σ : Matrix n n ℂ} (hρ : IsDensity ρ) (hσ : IsDensity σ) :
    hsDistSq ρ σ ≤ 2 ∧
      (hsDistSq ρ σ = 2 ↔ purity ρ = 1 ∧ purity σ = 1 ∧ ρ * σ = 0) := by
  obtain ⟨hle, hiff⟩ := hsDistSq_le_purity_add hρ.posSemidef hσ.posSemidef
  have h1 := purity_le_one hρ
  have h2 := purity_le_one hσ
  refine ⟨by linarith, fun h => ⟨by linarith, by linarith, hiff.mp (by linarith)⟩, ?_⟩
  rintro ⟨p1, p2, h⟩
  have := hiff.mpr h
  linarith

/-- The projector onto a basis vector is a density matrix. -/
theorem isDensity_single (i : n) : IsDensity (Matrix.single i i (1 : ℂ)) := by
  refine ⟨?_, by simp⟩
  have e : Matrix.single i i (1 : ℂ) =
      (Matrix.single i i (1 : ℂ))ᴴ * Matrix.single i i (1 : ℂ) := by
    simp [Matrix.conjTranspose_single]
  rw [e]
  exact Matrix.posSemidef_conjTranspose_mul_self _

/-- In dimension at least two, the greatest squared Hilbert-Schmidt distance between
density matrices is 2. -/
theorem isGreatest_hsDistSq [Nontrivial n] :
    IsGreatest {d : ℝ | ∃ ρ σ : Matrix n n ℂ,
      IsDensity ρ ∧ IsDensity σ ∧ hsDistSq ρ σ = d} 2 := by
  constructor
  · -- two different basis projectors attain the bound
    obtain ⟨i, j, hij⟩ := exists_pair_ne n
    refine ⟨Matrix.single i i 1, Matrix.single j j 1,
      isDensity_single i, isDensity_single j, ?_⟩
    refine (hsDistSq_le_two (isDensity_single i) (isDensity_single j)).2.mpr ⟨?_, ?_, ?_⟩
    · simp [purity]
    · simp [purity]
    · simp [hij]
  · rintro d ⟨ρ, σ, hρ, hσ, rfl⟩
    exact (hsDistSq_le_two hρ hσ).1

end

end HilbertSchmidtDiameter
```

```lean
#print axioms HilbertSchmidtDiameter.trace_sq_sub_eq_hsDistSq
-- 'HilbertSchmidtDiameter.trace_sq_sub_eq_hsDistSq' depends on axioms: [propext, Classical.choice, Quot.sound]
#print axioms HilbertSchmidtDiameter.purity_le_one
-- 'HilbertSchmidtDiameter.purity_le_one' depends on axioms: [propext, Classical.choice, Quot.sound]
#print axioms HilbertSchmidtDiameter.isGreatest_hsDistSq
-- 'HilbertSchmidtDiameter.isGreatest_hsDistSq' depends on axioms: [propext, Classical.choice, Quot.sound]
```

## What the Lean theorems say

The finite type `n` labels an orthonormal basis, and a state is a matrix in `Matrix n n ℂ`. `IsDensity ρ` says that the matrix is positive semidefinite, which includes Hermiticity, and has trace one. `purity` and `hsDistSq` are the real parts of the corresponding traces; `trace_sq_sub_eq_hsDistSq` shows that nothing is lost for the distance, because its trace is already real for Hermitian matrices.

`hsDistSq_le_two` states the bound and the equality condition. That a state is pure is expressed as \(\operatorname{Tr}\rho^2=1\), not as the existence of a state vector. For a density matrix the two are equivalent: nonnegative eigenvalues \(p_k\) with \(\sum_k p_k=\sum_k p_k^2=1\) must be a single 1 and otherwise 0, so \(\rho\) projects onto one state vector. The Lean file does not prove this last step. `isGreatest_hsDistSq` says that 2 is the greatest squared distance, so the diameter itself is \(\sqrt2\). Its hypothesis `Nontrivial n` means that there are at least two basis states. Infinite-dimensional spaces are not covered.

## How the proof follows the derivation

- `trace_mul_conjTranspose_eq` writes \(\operatorname{Tr}(MM^\dagger)\) as a sum of squared moduli.
- `exists_factor` builds \(A\) from the spectral theorem, with `D` as \(\Lambda^{1/2}\).
- `overlap_nonneg_and_eq_zero_iff` carries out the cyclic rearrangement in its first `calc` block. For the zero case, `Finset.sum_eq_zero_iff_of_nonneg` is applied to the outer and then the inner sum, which forces each entry of \(AB^\dagger\) to vanish.
- `purity_le_one` combines the triangle inequality with `Finset.sum_mul_sq_le_sq_mul_sq`, the real Cauchy-Schwarz inequality, applied to the moduli of the entries in two columns of \(A\).
- `hsDistSq_le_purity_add` expands the square with `noncomm_ring`, which keeps \(\rho\sigma\) and \(\sigma\rho\) distinct until the trace identifies them. It gives the sharper bound \(\operatorname{Tr}\rho^2+\operatorname{Tr}\sigma^2\), attained exactly when \(\rho\sigma=0\).
- `hsDistSq_le_two` then needs only `linarith` to combine the inequalities and recover the equality conditions.
- `isDensity_single` shows that basis projectors are states, and `isGreatest_hsDistSq` uses two different ones to reach 2.

## Unnormalised states

If the traces are left free, as for the unnormalised states that follow a selective measurement, the same argument by hand gives \(\operatorname{Tr}((\rho-\sigma)^2)\le(\operatorname{Tr}\rho)^2+(\operatorname{Tr}\sigma)^2\) for positive semidefinite \(\rho,\sigma\); the Lean file treats only the trace-one case of this bound.
